# A cube symmetry that takes one vertex of an inscribed regular tetrahedron to a vertex of that tetrahedron preserves the whole tetrahedron

The cube is represented by its eight vertices (±1, ±1, ±1), and the tetrahedron by the four of them with xyz = 1. `mem_tetrahedral_of_cube` says that if a real orthogonal 3×3 matrix, proper or improper, maps the cube's vertex set onto itself and sends (1, 1, 1) to a vertex of the tetrahedron, then it belongs to the tetrahedron's symmetry group. The proof rests on scalar products, which an orthogonal matrix preserves and which are 3 or −1 for any two tetrahedron vertices, equal or not. If another tetrahedron vertex were sent outside the tetrahedron, the negative of its image would lie inside, and its scalar product with the image of (1, 1, 1) would be −3 or 1, a contradiction.

An attempt in Lean 4 with a fault in it:

```lean
import Mathlib

open Matrix

namespace ProperRotationPart

noncomputable section

local notation "M3" => Matrix (Fin 3) (Fin 3) ℝ

/-- The group O(3) of real orthogonal 3×3 matrices. -/
abbrev O3 : Type := ↥(Matrix.orthogonalGroup (Fin 3) ℝ)

/-- The point group of a figure S: the orthogonal matrices that map S onto itself. -/
def symmetryGroup (S : Set (Fin 3 → ℝ)) : Subgroup O3 where
  carrier := {R | ∀ v, R.1 *ᵥ v ∈ S ↔ v ∈ S}
  mul_mem' := by
    intro a b ha hb v
    change (a.1 * b.1) *ᵥ v ∈ S ↔ v ∈ S
    rw [← Matrix.mulVec_mulVec]
    exact (ha _).trans (hb v)
  one_mem' := by
    intro v
    change (1 : M3) *ᵥ v ∈ S ↔ v ∈ S
    rw [Matrix.one_mulVec]
  inv_mem' := by
    intro a ha v
    have h1 : a.1 * (a⁻¹).1 = 1 := congrArg Subtype.val (mul_inv_cancel a)
    have h := ha ((a⁻¹).1 *ᵥ v)
    rw [Matrix.mulVec_mulVec, h1, Matrix.one_mulVec] at h
    exact h.symm

/-- The eight vertices (±1, ±1, ±1) of a cube. -/
def cube : Set (Fin 3 → ℝ) := {v | ∀ i, v i = 1 ∨ v i = -1}

/-- The four alternate cube vertices with xyz = 1, which form a regular tetrahedron. -/
def tetrahedron : Set (Fin 3 → ℝ) := {v | v ∈ cube ∧ v 0 * v 1 * v 2 = 1}

/-- The cube is the union of the tetrahedron and its inverted copy. -/
theorem mem_cube_iff (v : Fin 3 → ℝ) :
    v ∈ cube ↔ v ∈ tetrahedron ∨ -v ∈ tetrahedron := by
  constructor
  · intro hv
    have hp : v 0 * v 1 * v 2 = 1 ∨ v 0 * v 1 * v 2 = -1 := by
      rcases hv 0 with a | a <;> rcases hv 1 with b | b <;> rcases hv 2 with c | c <;>
        rw [a, b, c] <;> norm_num
    rcases hp with h | h
    · exact Or.inl ⟨hv, h⟩
    · refine Or.inr ⟨fun i => ?_, ?_⟩
      · rcases hv i with h | h <;> simp [h]
      · change -v 0 * -v 1 * -v 2 = 1
        linear_combination -h
  · rintro (h | h)
    · exact h.1
    · intro i
      have hi : -v i = 1 ∨ -v i = -1 := h.1 i
      rcases hi with h | h
      · right; linarith
      · left; linarith

/-- A symmetry of the cube that sends the vertex (1, 1, 1) into the tetrahedron is a
symmetry of the tetrahedron. -/
theorem mem_tetrahedral_of_cube (A : O3) (hA : A ∈ symmetryGroup cube)
    (hu : A.1 *ᵥ (fun _ => 1) ∈ tetrahedron) : A ∈ symmetryGroup tetrahedron := by
  -- scalar products of tetrahedron vertices are 3 or -1
  have dot : ∀ v w : Fin 3 → ℝ, v ∈ tetrahedron → w ∈ tetrahedron →
      v ⬝ᵥ w = 3 ∨ v ⬝ᵥ w = -1 := by
    rintro v w ⟨hv, pv⟩ ⟨hw, pw⟩
    simp only [dotProduct, Fin.sum_univ_three]
    rcases hv 0 with a | a <;> rcases hv 1 with b | b <;> rcases hv 2 with c | c <;>
      rcases hw 0 with d | d <;> rcases hw 1 with e | e <;> rcases hw 2 with f | f <;>
      rw [a, b, c] at pv <;> rw [d, e, f] at pw <;> rw [a, b, c, d, e, f] <;>
      norm_num at pv pw ⊢
  -- an orthogonal matrix preserves scalar products
  have iso : ∀ v w : Fin 3 → ℝ, (A.1 *ᵥ v) ⬝ᵥ (A.1 *ᵥ w) = v ⬝ᵥ w := by
    intro v w
    have h := Matrix.mem_unitaryGroup_iff'.mp A.2
    rw [Matrix.star_eq_conjTranspose, Matrix.conjTranspose_eq_transpose_of_trivial] at h
    rw [Matrix.dotProduct_mulVec, ← Matrix.mulVec_transpose, Matrix.mulVec_mulVec, h,
      Matrix.one_mulVec]
  have one_mem : (fun _ => 1 : Fin 3 → ℝ) ∈ tetrahedron :=
    ⟨fun _ => Or.inl rfl, by norm_num⟩
  have key : ∀ w ∈ tetrahedron, A.1 *ᵥ w ∈ tetrahedron := by
    intro w hw
    rcases (mem_cube_iff _).mp ((hA w).mpr hw.1) with h | h
    · exact h
    · exfalso
      have h1 := dot _ _ hu h
      rw [dotProduct_neg, iso] at h1
      rcases h1 with h1 | h1 <;> rcases dot _ _ one_mem hw with h2 | h2 <;> linarith
  intro v
  refine ⟨fun h => ?_, key v⟩
  rcases (mem_cube_iff v).mp ((hA v).mp h.1) with hv | hv
  · exact hv
  · exfalso
    have h1 := key _ hv
    rw [Matrix.mulVec_neg] at h1
    have h2 := dot _ _ h h1
    rw [dotProduct_neg] at h2
    rcases h2 with h2 | h2 <;> rcases dot _ _ h h with h3 | h3 <;> linarith

end

end ProperRotationPart
```

The error:

```
Main.lean:73:6: error: No goals to be solved
Main.lean:73:6: error: No goals to be solved
Main.lean:73:6: error: No goals to be solved
Main.lean:73:6: error: No goals to be solved
Main.lean:73:6: error: No goals to be solved
Main.lean:73:6: error: No goals to be solved
Main.lean:73:6: error: No goals to be solved
Main.lean:73:6: error: No goals to be solved
Main.lean:73:6: error: No goals to be solved
Main.lean:73:6: error: No goals to be solved
Main.lean:73:6: error: No goals to be solved
Main.lean:73:6: error: No goals to be solved
Main.lean:73:6: error: No goals to be solved
Main.lean:73:6: error: No goals to be solved
Main.lean:73:6: error: No goals to be solved
Main.lean:73:6: error: No goals to be solved
Main.lean:73:6: error: No goals to be solved
Main.lean:73:6: error: No goals to be solved
Main.lean:73:6: error: No goals to be solved
Main.lean:73:6: error: No goals to be solved
Main.lean:73:6: error: No goals to be solved
Main.lean:73:6: error: No goals to be solved
Main.lean:73:6: error: No goals to be solved
Main.lean:73:6: error: No goals to be solved
Main.lean:73:6: error: No goals to be solved
Main.lean:73:6: error: No goals to be solved
Main.lean:73:6: error: No goals to be solved
Main.lean:73:6: error: No goals to be solved
Main.lean:73:6: error: No goals to be solved
Main.lean:73:6: error: No goals to be solved
Main.lean:73:6: error: No goals to be solved
Main.lean:73:6: error: No goals to be solved
Main.lean:73:6: error: No goals to be solved
Main.lean:73:6: error: No goals to be solved
Main.lean:73:6: error: No goals to be solved
Main.lean:73:6: error: No goals to be solved
Main.lean:73:6: error: No goals to be solved
Main.lean:73:6: error: No goals to be solved
Main.lean:73:6: error: No goals to be solved
Main.lean:73:6: error: No goals to be solved
Main.lean:73:6: error: No goals to be solved
Main.lean:73:6: error: No goals to be solved
Main.lean:73:6: error: No goals to be solved
Main.lean:73:6: error: No goals to be solved
Main.lean:73:6: error: No goals to be solved
Main.lean:73:6: error: No goals to be solved
Main.lean:73:6: error: No goals to be solved
Main.lean:73:6: error: No goals to be solved
```

Diagnosis. All 48 messages come from `norm_num at pv pw ⊢`, in the proof of `dot`. Splitting six coordinates into ±1 gives 64 cases, but only 16 satisfy both product conditions, `pv` and `pw`. In each of the other 48, `norm_num` reduces one of these hypotheses to `False`, which closes the goal. It then goes on to the next location in its list, finds no goal left, and reports "No goals to be solved".

The repair keeps impossible cases out of the main split. The new fact `third` says that a tetrahedron vertex has z = xy, which follows from xyz = 1 when x and y are ±1. With both third coordinates rewritten this way, only four signs remain to be split. All 16 cases are possible, and `norm_num` has only the goal to work on. Since `hv` and `hw` are now the full membership statements, the coordinate facts are read from `hv.1` and `hw.1`.

The change, after which it compiles:

```diff
@@ -66,10 +66,13 @@
   have dot : ∀ v w : Fin 3 → ℝ, v ∈ tetrahedron → w ∈ tetrahedron →
       v ⬝ᵥ w = 3 ∨ v ⬝ᵥ w = -1 := by
-    rintro v w ⟨hv, pv⟩ ⟨hw, pw⟩
+    have third : ∀ v ∈ tetrahedron, v 2 = v 0 * v 1 := by
+      rintro v ⟨hv, pv⟩
+      rcases hv 0 with a | a <;> rcases hv 1 with b | b <;> rw [a, b] at pv ⊢ <;> linarith
+    intro v w hv hw
     simp only [dotProduct, Fin.sum_univ_three]
-    rcases hv 0 with a | a <;> rcases hv 1 with b | b <;> rcases hv 2 with c | c <;>
-      rcases hw 0 with d | d <;> rcases hw 1 with e | e <;> rcases hw 2 with f | f <;>
-      rw [a, b, c] at pv <;> rw [d, e, f] at pw <;> rw [a, b, c, d, e, f] <;>
-      norm_num at pv pw ⊢
+    rw [third v hv, third w hw]
+    rcases hv.1 0 with a | a <;> rcases hv.1 1 with b | b <;>
+      rcases hw.1 0 with d | d <;> rcases hw.1 1 with e | e <;>
+      rw [a, b, d, e] <;> norm_num
   -- an orthogonal matrix preserves scalar products
   have iso : ∀ v w : Fin 3 → ℝ, (A.1 *ᵥ v) ⬝ᵥ (A.1 *ᵥ w) = v ⬝ᵥ w := by
```
